# The all-ones response matrix on more than one site is singular, but its folding onto a single site is invertible

The sites form a finite abelian group `G` with more than one element, and a real, translation-invariant matrix gives the response at one site to a potential shift at another. The declaration takes every entry to be 1 and states that this matrix is not invertible, whereas the matrix obtained by summing the kernel over the whole group, which leaves a single site, is invertible. For the first claim, the attempt notes that two equal columns rule out a left inverse. For the second, it shows that the folded matrix is the number of sites in `G` times the identity, and offers the reciprocal multiple of the identity as a right inverse.

Lean 4 with Mathlib refuses this proof:

```lean
import Mathlib

open Matrix

namespace SingularWithInvertibleFolding

noncomputable section

/-- The translation-invariant response matrix with entries `a (x - y)`: the response at site `x`
to a potential shift at site `y`. -/
def kernelMatrix {H : Type*} [AddCommGroup H] (a : H → ℝ) : Matrix H H ℝ :=
  Matrix.of fun x y => a (x - y)

variable {G : Type*} [AddCommGroup G] [Fintype G]
variable (N : AddSubgroup G) [DecidableEq (G ⧸ N)]

/-- The small-cell kernel: the large-cell kernel summed over each coset of the sublattice `N`. -/
def cosetSum (a : G → ℝ) : G ⧸ N → ℝ :=
  fun q => ∑ z : G, if (z : G ⧸ N) = q then a z else 0

variable [Fintype (G ⧸ N)]

omit [Fintype (G ⧸ N)] [DecidableEq (G ⧸ N)] in
/-- The converse fails: on more than one site the constant kernel gives a singular large-cell
matrix, while its folding onto a single site is invertible. -/
theorem singular_with_invertible_folding [DecidableEq G] [Nontrivial G]
    [Fintype (G ⧸ (⊤ : AddSubgroup G))] [DecidableEq (G ⧸ (⊤ : AddSubgroup G))] :
    ¬ IsUnit (kernelMatrix (fun _ : G => (1 : ℝ))) ∧
      IsUnit (kernelMatrix (cosetSum (⊤ : AddSubgroup G) (fun _ : G => (1 : ℝ)))) := by
  constructor
  · -- two equal columns exclude a left inverse
    intro h
    obtain ⟨x, y, hxy⟩ := exists_pair_ne G
    have hm := Matrix.nonsing_inv_mul _ ((Matrix.isUnit_iff_isUnit_det _).1 h)
    have h1 := congrFun (congrFun hm x) x
    have h2 := congrFun (congrFun hm x) y
    rw [Matrix.mul_apply, Matrix.one_apply_eq] at h1
    rw [Matrix.mul_apply, Matrix.one_apply_ne hxy] at h2
    exact one_ne_zero (α := ℝ) (h1.symm.trans h2)
  · -- the folded matrix is the number of sites times the identity
    have hs : ∀ q r : G ⧸ (⊤ : AddSubgroup G), q = r := by
      intro q r
      obtain ⟨x, rfl⟩ := QuotientAddGroup.mk_surjective q
      obtain ⟨y, rfl⟩ := QuotientAddGroup.mk_surjective r
      exact QuotientAddGroup.eq.mpr (AddSubgroup.mem_top _)
    have hc : ∀ q, cosetSum (⊤ : AddSubgroup G) (fun _ : G => (1 : ℝ)) q
        = (Fintype.card G : ℝ) := by
      intro q
      unfold cosetSum
      rw [Finset.sum_congr rfl (fun z _ => if_pos (hs _ q))]
      simp
    have hK : kernelMatrix (cosetSum (⊤ : AddSubgroup G) (fun _ : G => (1 : ℝ)))
        = (Fintype.card G : ℝ) • 1 := by
      ext q r
      obtain rfl := hs q r
      rw [Matrix.smul_apply, Matrix.one_apply_eq, smul_eq_mul, mul_one]
      exact hc _
    have hne : (Fintype.card G : ℝ) ≠ 0 := Nat.cast_ne_zero.mpr Fintype.card_ne_zero
    refine Matrix.isUnit_of_right_inverse (B := (Fintype.card G : ℝ)⁻¹ • 1) ?_
    rw [hK, smul_mul_smul_comm, mul_one, mul_inv_cancel₀ hne, one_smul]

end

end SingularWithInvertibleFolding
```

Compiling this gives:

```
Main.lean:59:11: error(lean.unknownIdentifier): Unknown constant `Matrix.isUnit_of_right_inverse`
Main.lean:60:8: error: No goals to be solved
```

Lean accepts the file once it reads:

```diff
@@ -22,6 +22,6 @@
 
 omit [Fintype (G ⧸ N)] [DecidableEq (G ⧸ N)] in
-/-- The converse fails: on more than one site the constant kernel gives a singular large-cell
-matrix, while its folding onto a single site is invertible. -/
+/-- On more than one site the constant kernel gives a singular large-cell matrix, while its folding
+onto a single site is invertible. -/
 theorem singular_with_invertible_folding [DecidableEq G] [Nontrivial G]
     [Fintype (G ⧸ (⊤ : AddSubgroup G))] [DecidableEq (G ⧸ (⊤ : AddSubgroup G))] :
@@ -57,6 +57,9 @@
       exact hc _
     have hne : (Fintype.card G : ℝ) ≠ 0 := Nat.cast_ne_zero.mpr Fintype.card_ne_zero
-    refine Matrix.isUnit_of_right_inverse (B := (Fintype.card G : ℝ)⁻¹ • 1) ?_
-    rw [hK, smul_mul_smul_comm, mul_one, mul_inv_cancel₀ hne, one_smul]
+    have hinv : kernelMatrix (cosetSum (⊤ : AddSubgroup G) (fun _ : G => (1 : ℝ)))
+        * ((Fintype.card G : ℝ)⁻¹ •
+          (1 : Matrix (G ⧸ (⊤ : AddSubgroup G)) (G ⧸ (⊤ : AddSubgroup G)) ℝ)) = 1 := by
+      rw [hK, smul_mul_smul_comm, mul_one, mul_inv_cancel₀ hne, one_smul]
+    exact (Matrix.isUnit_iff_isUnit_det _).2 (Matrix.isUnit_det_of_right_inverse hinv)
 
 end
```

Cause. The first message says that Lean finds no constant called `Matrix.isUnit_of_right_inverse`. The second follows from it: after reporting the unknown name, Lean recovers by putting a placeholder (`sorry`) in place of the `refine` term. That closes the current goal without creating one for `?_`, so the `rw` on the next line has nothing to work on. The rewrites themselves were not at fault.

The repair keeps the same chain of rewrites but uses it to prove a separate statement, `hinv`, that the folded matrix times the proposed inverse is 1. From this, `Matrix.isUnit_det_of_right_inverse` concludes that the determinant is a unit, and `Matrix.isUnit_iff_isUnit_det`, used from right to left, carries that back to the matrix. Together the two lemmas do the work of the missing one.

The docstring also loses the words "The converse fails", because the file contains no statement whose converse this could be. That change has no bearing on the errors.
